# The lower level of two linearly crossing states: a kink without coupling, a diverging force constant as the coupling vanishes

## Two states and one displacement

Let x be a real displacement of the nuclei along one coordinate, with x = 0 the point where two diagonal energies meet. These energies are ax and −ax, where a is a real slope, and a real coupling w connects the two states, which are taken to be orthonormal. The Hamiltonian is

H(x) = [[ax, w], [w, −ax]].

A level at displacement x is a real number λ with H(x)v = λv for some nonzero real vector v = (v₀, v₁). The least level is written E(x), with a and w held fixed. The force along x in this level is −E′(x), where E′(x) exists, and the force constant at x = 0 is E″(0).

The slope a says how strongly the two diagonal energies respond to the displacement. The coupling w is taken to be independent of x. It vanishes, for instance, when the displacement preserves a symmetry under which the two states belong to different species.

## What is true at x = 0

Let a ≠ 0. Then:

- E is differentiable at x = 0 exactly when w ≠ 0.
- For w ≠ 0, E″(0) = −a²/|w|.
- This second derivative tends to −∞ as w → 0 through nonzero values.

The condition a ≠ 0 says that the diagonal energies really cross. For a = 0 the least level is the constant −|w|, which is differentiable even at w = 0 and has no diverging curvature.

The result bears on relaxations and phonon calculations when the energy surface is E(x) plus terms that are smooth in x and independent of w. The force is then undefined at an uncoupled crossing, and for w ≠ 0 the level contributes −a²/|w| to the force constant at x = 0, a negative term that grows without bound in magnitude as the coupling tends to zero. A rough estimate from the closed form below, made here by hand only, is that a finite-difference force constant at x = 0 needs displacements small compared with |w/a|.

## The least level in closed form

In components, the eigenvalue equation reads

ax v₀ + w v₁ = λ v₀,
w v₀ − ax v₁ = λ v₁.

Equivalently, (λ − ax)v₀ = w v₁ and (λ + ax)v₁ = w v₀. Multiply the first of these by λ + ax and use the second:

(λ² − a²x²)v₀ = w(λ + ax)v₁ = w²v₀.

Multiplying the second by λ − ax and using the first gives in the same way

(λ² − a²x²)v₁ = w(λ − ax)v₀ = w²v₁.

Since v₀ and v₁ are not both zero, λ² = a²x² + w². Every level therefore satisfies λ ≥ −√(a²x² + w²).

This bound is attained. Put ε = −√(a²x² + w²) and take v = (w, ε − ax). The first component equation holds because

ax w + w(ε − ax) = εw,

and the second because

w² − ax(ε − ax) = w² + a²x² − εax = ε² − εax = ε(ε − ax).

If this vector is nonzero, its squared length is 2ε(ε − ax), so the normalised eigenvector is (w, ε − ax)/√(2ε(ε − ax)). If it is zero, then w = 0 and ε = ax, and (1, 0) is a normalised eigenvector with eigenvalue ε. Hence

E(x) = −√(a²x² + w²).

## Slope and curvature with coupling

Let w ≠ 0. The radicand is positive for every x, so the chain rule gives

E′(x) = −2a²x / (2√(a²x² + w²)) = a²x/E(x).

In particular, E is differentiable at x = 0, and the force there is zero. The quotient rule, with E′E = a²x and E² = a²x² + w², gives

E″(x) = (a²E − a²xE′)/E² = a²(E² − a²x²)/E³ = a²w²/E³.

At x = 0 the level is E(0) = −|w|, so

E″(0) = a²w²/(−|w|³) = −a²/|w|.

Let also a ≠ 0. The lower level then has a maximum at x = 0, and it becomes sharper as the coupling weakens. Given any M > 0, the second derivative lies below −M as soon as 0 < |w| < a²/M, which is the divergence to −∞.

## The kink without coupling

For w = 0 the closed form becomes

E(x) = −|a||x|.

Its slope at x = 0 is −|a| from the right and |a| from the left. For a ≠ 0 these differ, so E′(0) does not exist. The force tends to |a| on one side and to −|a| on the other.

## The statement in Lean

`hamiltonian a w x` is the matrix H(x), and `levels a w x` is the set of its real eigenvalues, defined through nonzero eigenvectors. The indices 0 and 1 of `Fin 2` are those of v₀ and v₁.

The final theorem, `force_at_level_crossing`, takes any function `E` for which `E w x` is the least element of `levels a w x`, for all `w` and `x`. `IsLeast` means that the number is itself a level and that no level lies below it. The square-root formula is thus derived and is no part of the hypothesis. The slope may have either sign.

The three parts of the conclusion are the three claims above. `DifferentiableAt ℝ (E w) 0` concerns the level as a function of `x` at fixed `w`. `HasDerivAt (deriv (E w)) (-(a ^ 2 / |w|)) 0` says that the slope function has the stated derivative at zero. In the limit, `𝓝[≠] 0` lets `w` approach zero without reaching it, and `atBot` stands for −∞.

The model has two states, one coordinate, exactly linear diagonal energies and a constant coupling. The theorem treats one eigenvalue, not a total energy with occupations. The force appears only through the derivative of the level.

```lean
import Mathlib

open Matrix Filter Topology

namespace LevelCrossingForces

noncomputable section

/-- Two-state Hamiltonian at displacement `x`: diagonal energies `a x` and `-a x`,
coupled by `w`. -/
def hamiltonian (a w x : ℝ) : Matrix (Fin 2) (Fin 2) ℝ :=
  !![a * x, w; w, -(a * x)]

/-- The energy levels at displacement `x`: the real eigenvalues of the Hamiltonian. -/
def levels (a w x : ℝ) : Set ℝ :=
  {E | ∃ v : Fin 2 → ℝ, v ≠ 0 ∧ hamiltonian a w x *ᵥ v = E • v}

/-- The closed expression `-√((a x)² + w²)`. -/
def lowerLevel (a w x : ℝ) : ℝ := -√((a * x) ^ 2 + w ^ 2)

/-- The eigenvalue equation of the two-state Hamiltonian, written in components. -/
theorem eigen_iff (a w x E : ℝ) (v : Fin 2 → ℝ) :
    hamiltonian a w x *ᵥ v = E • v ↔
      a * x * v 0 + w * v 1 = E * v 0 ∧ w * v 0 - a * x * v 1 = E * v 1 := by
  constructor
  · intro h
    have h0 := congrFun h 0
    have h1 := congrFun h 1
    simp [hamiltonian, Matrix.mulVec, dotProduct, Fin.sum_univ_two] at h0 h1
    constructor <;> linarith
  · rintro ⟨h0, h1⟩
    ext i
    fin_cases i <;>
      simp [hamiltonian, Matrix.mulVec, dotProduct, Fin.sum_univ_two] <;> linarith

/-- The square of the lower level is `(a x)² + w²`. -/
theorem lowerLevel_sq (a w x : ℝ) : lowerLevel a w x ^ 2 = (a * x) ^ 2 + w ^ 2 := by
  rw [lowerLevel, neg_sq, Real.sq_sqrt (by positivity)]

/-- The expression `-√((a x)² + w²)` is the least eigenvalue of the Hamiltonian. -/
theorem lowerLevel_isLeast (a w x : ℝ) : IsLeast (levels a w x) (lowerLevel a w x) := by
  refine ⟨?_, ?_⟩
  · have hs := lowerLevel_sq a w x
    show ∃ v : Fin 2 → ℝ, v ≠ 0 ∧ hamiltonian a w x *ᵥ v = lowerLevel a w x • v
    by_cases h : w = 0 ∧ lowerLevel a w x - a * x = 0
    · -- uncoupled states, the first one being no higher than the second
      refine ⟨![1, 0], fun h0 => one_ne_zero (α := ℝ) (congrFun h0 0),
        (eigen_iff _ _ _ _ _).mpr ⟨?_, ?_⟩⟩
      · show a * x * 1 + w * 0 = lowerLevel a w x * 1
        linarith [h.2]
      · show w * 1 - a * x * 0 = lowerLevel a w x * 0
        linarith [h.1]
    · refine ⟨![w, lowerLevel a w x - a * x],
        fun h0 => h ⟨congrFun h0 0, congrFun h0 1⟩,
        (eigen_iff _ _ _ _ _).mpr ⟨?_, ?_⟩⟩
      · show a * x * w + w * (lowerLevel a w x - a * x) = lowerLevel a w x * w
        ring
      · show w * w - a * x * (lowerLevel a w x - a * x)
          = lowerLevel a w x * (lowerLevel a w x - a * x)
        linear_combination -hs
  · rintro E ⟨v, hv, h⟩
    obtain ⟨h0, h1⟩ := (eigen_iff _ _ _ _ _).mp h
    -- the secular equation
    have hE : E ^ 2 - ((a * x) ^ 2 + w ^ 2) = 0 := by
      by_contra hne
      have e0 : (E ^ 2 - ((a * x) ^ 2 + w ^ 2)) * v 0 = 0 := by
        linear_combination (-E - a * x) * h0 - w * h1
      have e1 : (E ^ 2 - ((a * x) ^ 2 + w ^ 2)) * v 1 = 0 := by
        linear_combination (a * x - E) * h1 - w * h0
      apply hv
      ext i
      fin_cases i
      · exact (mul_eq_zero.mp e0).resolve_left hne
      · exact (mul_eq_zero.mp e1).resolve_left hne
    exact (abs_le.mp (Real.abs_le_sqrt (by linarith))).1

/-- For nonzero coupling the slope of the lower level `E` is `a² x / E`. -/
theorem hasDerivAt_lowerLevel (a : ℝ) {w : ℝ} (hw : w ≠ 0) (x : ℝ) :
    HasDerivAt (lowerLevel a w) (a ^ 2 * x / lowerLevel a w x) x := by
  have hpos : 0 < (a * x) ^ 2 + w ^ 2 := by positivity
  have h1 : HasDerivAt (fun y => (a * y) ^ 2 + w ^ 2) (2 * (a ^ 2 * x)) x := by
    have hd := (hasDerivAt_id' x).const_mul a
    have hm : HasDerivAt (fun y => a * y * (a * y) + w ^ 2)
        (a * 1 * (a * x) + a * x * (a * 1)) x := (hd.fun_mul hd).add_const (w ^ 2)
    have hf : (fun y : ℝ => (a * y) ^ 2 + w ^ 2) = fun y => a * y * (a * y) + w ^ 2 := by
      funext y
      ring
    rw [hf]
    exact hm.congr_deriv (by ring)
  refine (h1.sqrt hpos.ne').fun_neg.congr_deriv ?_
  rw [lowerLevel, div_neg, mul_div_mul_left _ _ two_ne_zero]

/-- For nonzero coupling the second derivative of the lower level `E` is `a² w² / E³`. -/
theorem hasDerivAt_deriv_lowerLevel (a : ℝ) {w : ℝ} (hw : w ≠ 0) (x : ℝ) :
    HasDerivAt (deriv (lowerLevel a w)) (a ^ 2 * w ^ 2 / lowerLevel a w x ^ 3) x := by
  have hd : deriv (lowerLevel a w) = fun y => a ^ 2 * y / lowerLevel a w y :=
    funext fun y => (hasDerivAt_lowerLevel a hw y).deriv
  have hs := lowerLevel_sq a w x
  have hE : lowerLevel a w x ≠ 0 := by
    intro h0
    have hpos : 0 < (a * x) ^ 2 + w ^ 2 := by positivity
    rw [h0] at hs
    linarith
  rw [hd]
  refine (((hasDerivAt_id' x).const_mul (a ^ 2)).fun_div
    (hasDerivAt_lowerLevel a hw x) hE).congr_deriv ?_
  have hq : a ^ 2 * x / lowerLevel a w x * lowerLevel a w x = a ^ 2 * x :=
    div_mul_cancel₀ _ hE
  rw [div_eq_div_iff (pow_ne_zero 2 hE) (pow_ne_zero 3 hE)]
  linear_combination (-(a ^ 2 * x * lowerLevel a w x ^ 2)) * hq
    + a ^ 2 * lowerLevel a w x ^ 2 * hs

/-- For nonzero coupling the second derivative of the lower level at `x = 0` is
`-a² / |w|`. -/
theorem curvature_at_zero (a : ℝ) {w : ℝ} (hw : w ≠ 0) :
    HasDerivAt (deriv (lowerLevel a w)) (-(a ^ 2 / |w|)) 0 := by
  refine (hasDerivAt_deriv_lowerLevel a hw 0).congr_deriv ?_
  have h0 : lowerLevel a w 0 = -|w| := by
    simp [lowerLevel, Real.sqrt_sq_eq_abs]
  have h : |w| ≠ 0 := abs_ne_zero.mpr hw
  have hq : a ^ 2 / |w| * |w| = a ^ 2 := div_mul_cancel₀ _ h
  rw [h0, ← sq_abs w, div_eq_iff (pow_ne_zero 3 (neg_ne_zero.mpr h))]
  linear_combination (-|w| ^ 2) * hq

/-- Without coupling the lower level is `-|a| |x|`. -/
theorem lowerLevel_uncoupled (a x : ℝ) : lowerLevel a 0 x = -(|a| * |x|) := by
  rw [lowerLevel, zero_pow two_ne_zero, add_zero, Real.sqrt_sq_eq_abs, abs_mul]

/-- Without coupling the lower level has right derivative `-|a|` and left derivative `|a|` at
`x = 0`. -/
theorem one_sided_slopes (a : ℝ) :
    HasDerivWithinAt (lowerLevel a 0) (-|a|) (Set.Ici 0) 0 ∧
      HasDerivWithinAt (lowerLevel a 0) |a| (Set.Iic 0) 0 := by
  have h (c : ℝ) (s : Set ℝ) : HasDerivWithinAt (fun x => c * x) c s 0 :=
    (((hasDerivAt_id' (0 : ℝ)).const_mul c).congr_deriv (mul_one c)).hasDerivWithinAt
  constructor
  · refine (h _ _).congr (fun x hx => ?_) (by simp [lowerLevel_uncoupled])
    rw [lowerLevel_uncoupled, abs_of_nonneg (Set.mem_Ici.mp hx)]
    ring
  · refine (h _ _).congr (fun x hx => ?_) (by simp [lowerLevel_uncoupled])
    rw [lowerLevel_uncoupled, abs_of_nonpos (Set.mem_Iic.mp hx)]
    ring

/-- Let `a ≠ 0` and let `E w x` be the least eigenvalue of the Hamiltonian. It is
differentiable at `x = 0` exactly when `w ≠ 0`; its second derivative there is then
`-a² / |w|`, which tends to minus infinity as `w` tends to zero through nonzero values. -/
theorem force_at_level_crossing {a : ℝ} (ha : a ≠ 0) (E : ℝ → ℝ → ℝ)
    (hE : ∀ w x, IsLeast (levels a w x) (E w x)) :
    (∀ w, DifferentiableAt ℝ (E w) 0 ↔ w ≠ 0) ∧
      (∀ w, w ≠ 0 → HasDerivAt (deriv (E w)) (-(a ^ 2 / |w|)) 0) ∧
      Tendsto (fun w => deriv (deriv (E w)) 0) (𝓝[≠] 0) atBot := by
  -- the least eigenvalue is unique, so `E` is the closed expression
  have hEq : E = lowerLevel a :=
    funext fun w => funext fun x => (hE w x).unique (lowerLevel_isLeast a w x)
  rw [hEq]
  refine ⟨fun w => ⟨?_, fun hw => (hasDerivAt_lowerLevel a hw 0).differentiableAt⟩,
    fun w hw => curvature_at_zero a hw, ?_⟩
  · -- a derivative at the crossing would make `|x|` differentiable at zero
    intro h hw
    rw [hw] at h
    have hk : DifferentiableAt ℝ (fun x : ℝ => |x|) 0 := by
      refine (h.const_mul (-|a|⁻¹)).congr_of_eventuallyEq
        (Eventually.of_forall fun x => ?_)
      show |x| = -|a|⁻¹ * lowerLevel a 0 x
      rw [lowerLevel_uncoupled, neg_mul_neg, inv_mul_cancel_left₀ (abs_ne_zero.mpr ha)]
    exact not_differentiableAt_abs_zero hk
  · have habs : Tendsto (fun w : ℝ => |w|) (𝓝[≠] 0) (𝓝[>] 0) := by
      refine tendsto_nhdsWithin_iff.mpr ⟨?_, ?_⟩
      · have h := (continuous_abs.tendsto (0 : ℝ)).mono_left
          (nhdsWithin_le_nhds (s := {0}ᶜ))
        rw [abs_zero] at h
        exact h
      · filter_upwards [self_mem_nhdsWithin] with w hw
        exact abs_pos.mpr hw
    have ha2 : 0 < a ^ 2 := by positivity
    have hlim := tendsto_neg_atTop_atBot.comp
      ((tendsto_inv_nhdsGT_zero.comp habs).const_mul_atTop ha2)
    refine hlim.congr' ?_
    filter_upwards [self_mem_nhdsWithin] with w hw
    have hc : deriv (deriv (lowerLevel a w)) 0 = -(a ^ 2 * |w|⁻¹) := by
      rw [(curvature_at_zero a hw).deriv, div_eq_mul_inv]
    exact hc.symm

end

end LevelCrossingForces
```

```lean
#print axioms LevelCrossingForces.lowerLevel_uncoupled
#print axioms LevelCrossingForces.one_sided_slopes
#print axioms LevelCrossingForces.force_at_level_crossing
```

```
'LevelCrossingForces.lowerLevel_uncoupled' depends on axioms: [propext, Classical.choice, Quot.sound]
'LevelCrossingForces.one_sided_slopes' depends on axioms: [propext, Classical.choice, Quot.sound]
'LevelCrossingForces.force_at_level_crossing' depends on axioms: [propext, Classical.choice, Quot.sound]
```

## How the least eigenvalue is identified

`eigen_iff` translates the matrix equation into the two component equations. `lowerLevel` is the closed expression, and `lowerLevel_sq` records its square.

`lowerLevel_isLeast` has two halves. The first supplies the eigenvector, with the case distinction made above: `![1, 0]` when the general vector vanishes, and `![w, lowerLevel a w x - a * x]` otherwise. The second component equation then follows from the formula for the square.

The second half takes an arbitrary level. If its square differed from (ax)² + w², the combinations `e0` and `e1` would force both components of the eigenvector to vanish. These are the two multiplications carried out by hand, written as `linear_combination` steps. `Real.abs_le_sqrt` then bounds the absolute value of the level by the square root, which gives the lower bound.

## How the derivatives and the limit are obtained

`hasDerivAt_lowerLevel` differentiates the radicand by the product rule, then applies the rule for the square root; the condition `w ≠ 0` keeps the radicand positive. `hasDerivAt_deriv_lowerLevel` replaces the slope function by a²x/E at every point and applies the quotient rule. Its last `linear_combination` uses the same two identities as the hand derivation, E′E = a²x and the formula for E². `curvature_at_zero` inserts E(0) = −|w|.

`lowerLevel_uncoupled` gives −|a||x|, and `one_sided_slopes` proves the two slopes at the kink by comparing the level with a linear function on each half-line.

The final theorem first shows that `E` equals `lowerLevel a`, because a set has at most one least element. Differentiability for `w ≠ 0` and the value of the second derivative then come from the earlier lemmas. For the converse, the proof does not compare the one-sided slopes. It multiplies the uncoupled level by −1/|a|, which yields |x|, and uses the known fact that |x| is not differentiable at zero. This is where the first claim needs `a ≠ 0`.

For the limit, `habs` shows that |w| tends to zero through positive values. Its inverse therefore tends to +∞, multiplication by the positive number a² preserves this, and the minus sign turns it into −∞. The last lines identify the resulting expression with the second derivative for every nonzero `w`.
